# A static axial powder with nonzero anisotropy loses its signal as $t^{-1/2}$, even without relaxation

Take just two crystallites, one with its symmetry axis along the field and one with its axis perpendicular to it. In a magnetic resonance experiment with an axial anisotropy $\delta$, their angular frequencies relative to the isotropic one are $\delta$ and $-\delta/2$, and their averaged signal has modulus $|\cos(3\delta t/4)|$. It vanishes when the two phases are opposite, then returns in full. Nothing has relaxed; the spins only went out of step and back.

A real powder has a continuum of orientations. Does its signal also come back, or does it die away for good? If it dies away, how fast, and how long must I acquire before what is left is below a chosen threshold?

## The perpendicular orientations set the rate

Left to evolve freely, it dies away for good, and the rate is an inverse square root of time. Let $u\in[0,1]$ be the cosine of the angle between the symmetry axis and the field, which is uniformly distributed in an isotropic powder. The signal without relaxation is

$$S(t)=\int_0^1 e^{it\delta(3u^2-1)/2}\,du .$$

For $\delta\neq0$ and $t>0$, set $s=\sqrt{2/(3|\delta|t)}$. Then $|S(t)|\le 2s$, and once $|\delta|t\ge 6/5$ also $|S(t)|\ge \tfrac{3}{20}s$. No faster power law is therefore possible.

**Removing the common phase.** With $a=3\delta t/2$ the exponent is $i(au^2-\delta t/2)$. The second term is the same for all orientations and has no effect on the modulus, so $|S(t)|=\left|\int_0^1 e^{iau^2}du\right|$. By the choice of $s$, $|a|s^2=1$: across the range $0\le u\le s$ the phase changes by one radian.

**Orientations away from $u=0$ cancel.** For $0<\varepsilon\le1$, integrate

$$\frac{d}{du}\frac{e^{iau^2}}{u}=2ia\,e^{iau^2}-\frac{e^{iau^2}}{u^2}$$

from $\varepsilon$ to $1$. Writing $J=\int_\varepsilon^1e^{iau^2}du$, this gives

$$2ia\,J=e^{ia}-\frac{e^{ia\varepsilon^2}}{\varepsilon}+\int_\varepsilon^1\frac{e^{iau^2}}{u^2}du .$$

The three terms on the right have moduli at most $1$, $1/\varepsilon$ and $1/\varepsilon-1$. Hence $2|a||J|\le 2/\varepsilon$, that is, $|a|\varepsilon|J|\le1$.

**Upper bound.** If $s\le1$, split at $u=s$. The inner part is at most $s$, and the outer part is at most $1/(|a|s)=s$, so $|S|\le2s$. If $s>1$, then $|S|\le1<2s$.

**Lower bound.** Since $\cos x\ge1-x^2/2$, the real part of the inner integral gives

$$\left|\int_0^\varepsilon e^{iau^2}du\right|\ge\int_0^\varepsilon\left(1-\frac{a^2u^4}{2}\right)du=\varepsilon-\frac{a^2\varepsilon^5}{10}.$$

Now split at $\varepsilon=4s/3$, which is at most $1$ when $|\delta|t\ge6/5$. Because $a^2s^4=1$, the inner part is at least $\left(\tfrac43-\tfrac{1024}{2430}\right)s>0.91\,s$, while the outer part is at most $\tfrac34s$. The difference exceeds $\tfrac{3}{20}s$.

**Acquisition time.** The condition $2s\le\eta$ is the same as $t\ge 8/(3|\delta|\eta^2)$. For $\eta=0.1$ this means $|\delta|t\ge 267$, rounded up, and a threshold ten times smaller takes a hundred times as long. This time is safe rather than shortest: at late times $|S|/s$ tends to $\sqrt{\pi}/2\approx0.89$ (a Fresnel integral, not proved here), not to $2$, so for small $\eta$ about a fifth of it is enough. As $\eta$ is arbitrary, $S(t)\to0$.

At short times the upper bound carries no information: for $|\delta|t\le8/3$ it is at least $1$, which $|S|$ never exceeds anyway.

One error in the derivation gives the wrong power. If the integration by parts is run over all of $[0,1]$ and the boundary terms are taken as finite, the result is a $1/t$ decay. But the boundary term contains $1/u$, which diverges at $u=0$. There the axis is perpendicular to the field and the frequency is stationary in $u$, so a group of orientations of width about $s$ stays in phase, and its width sets the $t^{-1/2}$.

## What the theorems say about the spins

`axialFrequency δ u` is the frequency relative to the isotropic one, and `powderFID δ t` is the complex signal $S(t)$, normalised to $1$ at $t=0$. Both `δ` and `t` are real numbers without units. Since the phase is their product times the orientation factor $(3u^2-1)/2$, with no factor $2\pi$, `δ` is an angular frequency; an anisotropy in hertz must first be multiplied by $2\pi$. The value `δ` is the relative frequency of a crystallite with its axis along the field; the difference between the parallel and perpendicular frequencies, often also called the anisotropy, is $3\delta/2$.

- `norm_powderFID_le` is the upper bound, for `δ ≠ 0` of either sign and `0 < t`.
- `le_norm_powderFID` is the lower bound, under `6 / 5 ≤ |δ| * t`.
- `acquisition_time` says that the modulus is at most `η` at every time from $8/(3|\delta|\eta^2)$ onwards, not just at one instant. This time is sufficient; it need not be the earliest.
- `tendsto_powderFID` is the limit $S(t)\to0$ for fixed `δ ≠ 0`.

At $\delta=0$ all orientations share one frequency and $S(t)=1$ for ever, so the decay needs a nonzero anisotropy.

The model is a static powder of non-interacting spins with a purely axial frequency, a perfectly isotropic distribution and uniform excitation. It has no asymmetry parameter, sample spinning, refocusing pulses, couplings between spins or relaxation.

Within that model the bound is also a test for simulations. A sum over finitely many orientations never dies away for good: like the two crystallites it returns close to its initial value, though with many orientations this can take very long. A computed signal clearly above $2s$ at late times points to too coarse an orientation grid.

In Lean 4 with Mathlib:

```lean
import Mathlib

open MeasureTheory

namespace AxialPowderFID

noncomputable section

/-- Resonance frequency, relative to the isotropic one, of a spin with axial anisotropy `δ`
whose symmetry axis makes an angle of cosine `u` with the field. -/
def axialFrequency (δ u : ℝ) : ℝ := δ * (3 * u ^ 2 - 1) / 2

/-- Free-induction decay of an axial powder without relaxation: the phase factor at time `t`
averaged over orientations, with `u` uniform on `[0, 1]`. -/
def powderFID (δ t : ℝ) : ℂ :=
  ∫ u in (0 : ℝ)..1, Complex.exp (((t * axialFrequency δ u : ℝ) : ℂ) * Complex.I)

/-- The phase factor `exp(i a u²)`, quadratic in the orientation variable `u`. -/
def chirp (a u : ℝ) : ℂ := Complex.exp (((a * u ^ 2 : ℝ) : ℂ) * Complex.I)

/-- The phase of `exp(i a u²)` advances with `u` at the rate `2 a u`. -/
theorem hasDerivAt_chirp (a u : ℝ) :
    HasDerivAt (chirp a) (chirp a u * (((2 * a * u : ℝ) : ℂ) * Complex.I)) u := by
  have h : HasDerivAt (fun v : ℝ => a * v ^ 2) (2 * a * u) u :=
    ((hasDerivAt_pow 2 u).const_mul a).congr_deriv (by push_cast; ring)
  exact (h.ofReal_comp.mul_const Complex.I).cexp

/-- The phase factor `exp(i a u²)` is continuous in the orientation variable. -/
theorem continuous_chirp (a : ℝ) : Continuous (chirp a) :=
  continuous_iff_continuousAt.2 fun u => (hasDerivAt_chirp a u).continuousAt

/-- For `0 < ε ≤ 1`, the modulus of the integral of `exp(i a u²)` over `u` from `ε` to `1`,
multiplied by `|a| ε`, is at most `1`. For `a ≠ 0` the modulus is thus at most `1 / (|a| ε)`. -/
theorem tail_bound (a : ℝ) {ε : ℝ} (h0 : 0 < ε) (h1 : ε ≤ 1) :
    |a| * ε * ‖∫ u in ε..1, chirp a u‖ ≤ 1 := by
  have hne : ∀ u ∈ Set.uIcc ε 1, u ≠ 0 := by
    intro u hu
    rw [Set.uIcc_of_le h1] at hu
    exact (h0.trans_le hu.1).ne'
  have hinv : ContinuousOn (fun u : ℝ => (u ^ 2)⁻¹) (Set.uIcc ε 1) :=
    ContinuousOn.inv₀ (by fun_prop) (fun u hu => pow_ne_zero 2 (hne u hu))
  have hnorm : ∀ r u : ℝ, 0 ≤ r → ‖(r : ℂ) * chirp a u‖ = r := by
    intro r u hr
    have hc : ‖chirp a u‖ = 1 := Complex.norm_exp_ofReal_mul_I _
    rw [norm_mul, hc, mul_one, Complex.norm_real, Real.norm_of_nonneg hr]
  have hi1 : IntervalIntegrable (fun u => (2 * (a : ℂ) * Complex.I) * chirp a u)
      volume ε 1 := (continuous_const.mul (continuous_chirp a)).intervalIntegrable _ _
  have hi2 : IntervalIntegrable (fun u : ℝ => (((u ^ 2)⁻¹ : ℝ) : ℂ) * chirp a u)
      volume ε 1 := ((Complex.continuous_ofReal.comp_continuousOn hinv).mul
        (continuous_chirp a).continuousOn).intervalIntegrable
  -- integration by parts, through the derivative of `exp(i a u²) / u`
  have hparts : (∫ u in ε..1, ((2 * (a : ℂ) * Complex.I) * chirp a u
      - (((u ^ 2)⁻¹ : ℝ) : ℂ) * chirp a u))
      = (((1 : ℝ)⁻¹ : ℝ) : ℂ) * chirp a 1 - ((ε⁻¹ : ℝ) : ℂ) * chirp a ε := by
    refine intervalIntegral.integral_eq_sub_of_hasDerivAt
      (f := fun u : ℝ => ((u⁻¹ : ℝ) : ℂ) * chirp a u) (fun u hu => ?_) (hi1.sub hi2)
    have e : (u : ℂ)⁻¹ * u = 1 := inv_mul_cancel₀ (Complex.ofReal_ne_zero.2 (hne u hu))
    refine ((hasDerivAt_inv (hne u hu)).ofReal_comp.fun_mul
      (hasDerivAt_chirp a u)).congr_deriv ?_
    push_cast
    linear_combination (2 * (a : ℂ) * Complex.I * chirp a u) * e
  rw [intervalIntegral.integral_sub hi1 hi2, intervalIntegral.integral_const_mul] at hparts
  -- the remaining integral is bounded by that of `1 / u²`
  have hint : (∫ u in ε..1, (u ^ 2)⁻¹) = -(1 : ℝ)⁻¹ - -ε⁻¹ :=
    intervalIntegral.integral_eq_sub_of_hasDerivAt (f := fun u : ℝ => -u⁻¹)
      (fun u hu => (hasDerivAt_inv (hne u hu)).fun_neg.congr_deriv (neg_neg _))
      hinv.intervalIntegrable
  have hK : ‖∫ u in ε..1, (((u ^ 2)⁻¹ : ℝ) : ℂ) * chirp a u‖ ≤ ∫ u in ε..1, (u ^ 2)⁻¹ :=
    intervalIntegral.norm_integral_le_of_norm_le h1
      (Filter.Eventually.of_forall fun u _ => (hnorm _ u (by positivity)).le)
      hinv.intervalIntegrable
  have hJ := congrArg norm (eq_add_of_sub_eq hparts)
  have hL : ‖(2 * (a : ℂ) * Complex.I) * ∫ u in ε..1, chirp a u‖
      = 2 * (|a| * ‖∫ u in ε..1, chirp a u‖) := by
    simp [mul_assoc]
  have t1 := norm_add_le ((((1 : ℝ)⁻¹ : ℝ) : ℂ) * chirp a 1 - ((ε⁻¹ : ℝ) : ℂ) * chirp a ε)
    (∫ u in ε..1, (((u ^ 2)⁻¹ : ℝ) : ℂ) * chirp a u)
  have t2 := norm_sub_le ((((1 : ℝ)⁻¹ : ℝ) : ℂ) * chirp a 1) (((ε⁻¹ : ℝ) : ℂ) * chirp a ε)
  rw [hnorm _ _ (by positivity), hnorm _ _ (by positivity)] at t2
  have hfin : |a| * ‖∫ u in ε..1, chirp a u‖ ≤ ε⁻¹ := by linarith
  calc |a| * ε * ‖∫ u in ε..1, chirp a u‖
      = ε * (|a| * ‖∫ u in ε..1, chirp a u‖) := by ring
    _ ≤ ε * ε⁻¹ := mul_le_mul_of_nonneg_left hfin h0.le
    _ = 1 := mul_inv_cancel₀ h0.ne'

/-- For `ε ≥ 0`, the integral of `exp(i a u²)` over `u` from `0` to `ε` has modulus at least
`ε - a² ε⁵ / 10`. -/
theorem head_bound (a : ℝ) {ε : ℝ} (h0 : 0 ≤ ε) :
    ε - a ^ 2 * ε ^ 5 / 10 ≤ ‖∫ u in (0 : ℝ)..ε, chirp a u‖ := by
  have hre : (∫ u in (0 : ℝ)..ε, Real.cos (a * u ^ 2))
      = (∫ u in (0 : ℝ)..ε, chirp a u).re := by
    have h := Complex.reCLM.intervalIntegral_comp_comm
      ((continuous_chirp a).intervalIntegrable (μ := volume) 0 ε)
    refine Eq.trans (intervalIntegral.integral_congr fun u _ => ?_) h
    exact (Complex.exp_ofReal_mul_I_re _).symm
  have hc : Continuous (fun u : ℝ => 1 - a ^ 2 / 2 * u ^ 4) := by fun_prop
  have hd : Continuous (fun u : ℝ => Real.cos (a * u ^ 2)) := by fun_prop
  have hpoly : (∫ u in (0 : ℝ)..ε, (1 - a ^ 2 / 2 * u ^ 4))
      = (ε - a ^ 2 / 10 * ε ^ 5) - (0 - a ^ 2 / 10 * 0 ^ 5) :=
    intervalIntegral.integral_eq_sub_of_hasDerivAt (f := fun u : ℝ => u - a ^ 2 / 10 * u ^ 5)
      (fun u _ => ((hasDerivAt_id' u).fun_sub
        ((hasDerivAt_pow 5 u).const_mul (a ^ 2 / 10))).congr_deriv (by push_cast; ring))
      (hc.intervalIntegrable _ _)
  -- compare the real part with `cos x ≥ 1 - x² / 2`
  have hmono : (∫ u in (0 : ℝ)..ε, (1 - a ^ 2 / 2 * u ^ 4))
      ≤ ∫ u in (0 : ℝ)..ε, Real.cos (a * u ^ 2) := by
    refine intervalIntegral.integral_mono_on h0 (hc.intervalIntegrable _ _)
      (hd.intervalIntegrable _ _) (fun u _ => ?_)
    have h := Real.one_sub_sq_div_two_le_cos (x := a * u ^ 2)
    linarith [show (a * u ^ 2) ^ 2 / 2 = a ^ 2 / 2 * u ^ 4 by ring]
  have hle := Complex.re_le_norm (∫ u in (0 : ℝ)..ε, chirp a u)
  linarith

/-- The modulus of the powder signal is that of the average of `exp(i a u²)` with
`a = 3 δ t / 2`. -/
theorem norm_powderFID (δ t : ℝ) :
    ‖powderFID δ t‖ = ‖∫ u in (0 : ℝ)..1, chirp (3 * δ * t / 2) u‖ := by
  have h : ∀ u : ℝ, Complex.exp (((t * axialFrequency δ u : ℝ) : ℂ) * Complex.I)
      = Complex.exp (((-(t * δ / 2) : ℝ) : ℂ) * Complex.I) * chirp (3 * δ * t / 2) u := by
    intro u
    rw [chirp, ← Complex.exp_add, axialFrequency]
    congr 1
    push_cast
    ring
  unfold powderFID
  simp_rw [h]
  rw [intervalIntegral.integral_const_mul, norm_mul, Complex.norm_exp_ofReal_mul_I, one_mul]

/-- For `|δ| t > 0` the width `s = √(2 / (3 |δ| t))` in `u` is positive and satisfies
`|3 δ t / 2| s² = 1`: the quadratic phase at `u = s` is one radian in size. -/
theorem width_spec {δ t : ℝ} (h : 0 < |δ| * t) :
    0 < √(2 / (3 * |δ| * t)) ∧ |3 * δ * t / 2| * √(2 / (3 * |δ| * t)) ^ 2 = 1 := by
  have ht : 0 < t := by
    by_contra hn
    nlinarith [abs_nonneg δ, not_lt.mp hn]
  have hp : 0 < 3 * |δ| * t := by linarith
  have e : |3 * δ * t / 2| = 3 * |δ| * t / 2 := by
    rw [show 3 * δ * t / 2 = δ * (3 * t / 2) by ring, abs_mul,
      abs_of_pos (by positivity : 0 < 3 * t / 2)]
    ring
  have g : ∀ P : ℝ, 0 < P → P / 2 * (2 / P) = 1 := fun P hP => by field_simp
  refine ⟨Real.sqrt_pos.2 (div_pos two_pos hp), ?_⟩
  rw [Real.sq_sqrt (div_pos two_pos hp).le, e]
  exact g _ hp

/-- For nonzero anisotropy `δ` and `t > 0`, the relaxation-free axial powder signal has
modulus at most `2 √(2 / (3 |δ| t))`. -/
theorem norm_powderFID_le {δ t : ℝ} (hδ : δ ≠ 0) (ht : 0 < t) :
    ‖powderFID δ t‖ ≤ 2 * √(2 / (3 * |δ| * t)) := by
  obtain ⟨hs0, hs⟩ := width_spec (mul_pos (abs_pos.2 hδ) ht)
  rw [norm_powderFID]
  generalize √(2 / (3 * |δ| * t)) = s at hs0 hs ⊢
  generalize 3 * δ * t / 2 = a at hs ⊢
  have hhead : ∀ r : ℝ, 0 ≤ r → ‖∫ u in (0 : ℝ)..r, chirp a u‖ ≤ r := by
    intro r hr
    have h := intervalIntegral.norm_integral_le_of_norm_le_const (a := 0) (b := r)
      (f := chirp a) (C := 1) (fun u _ => (Complex.norm_exp_ofReal_mul_I _).le)
    rwa [sub_zero, abs_of_nonneg hr, one_mul] at h
  rcases le_total s 1 with h1 | h1
  · -- split the orientations at `u = s`
    have hsplit := intervalIntegral.integral_add_adjacent_intervals
      ((continuous_chirp a).intervalIntegrable (μ := volume) 0 s)
      ((continuous_chirp a).intervalIntegrable (μ := volume) s 1)
    have hJ : ‖∫ u in s..1, chirp a u‖ ≤ s := by
      calc ‖∫ u in s..1, chirp a u‖ = s * (|a| * s * ‖∫ u in s..1, chirp a u‖) := by
            linear_combination (-‖∫ u in s..1, chirp a u‖) * hs
        _ ≤ s * 1 := mul_le_mul_of_nonneg_left (tail_bound a hs0 h1) hs0.le
        _ = s := mul_one s
    rw [← hsplit]
    linarith [norm_add_le (∫ u in (0 : ℝ)..s, chirp a u) (∫ u in s..1, chirp a u),
      hhead s hs0.le]
  · linarith [hhead 1 zero_le_one]

/-- The inverse-square-root law cannot be improved: once `|δ| t ≥ 6/5`, the powder signal has
modulus at least `(3/20) √(2 / (3 |δ| t))`. -/
theorem le_norm_powderFID {δ t : ℝ} (h : 6 / 5 ≤ |δ| * t) :
    3 / 20 * √(2 / (3 * |δ| * t)) ≤ ‖powderFID δ t‖ := by
  obtain ⟨hs0, hs⟩ := width_spec (show 0 < |δ| * t by linarith)
  have hk : √(2 / (3 * |δ| * t)) ≤ 3 / 4 := by
    refine Real.sqrt_le_iff.2 ⟨by norm_num, ?_⟩
    rw [div_le_iff₀ (by linarith)]
    linarith
  rw [norm_powderFID]
  generalize √(2 / (3 * |δ| * t)) = s at hs0 hs hk ⊢
  generalize 3 * δ * t / 2 = a at hs ⊢
  -- split the orientations at `u = 4 s / 3`
  have hsplit := intervalIntegral.integral_add_adjacent_intervals
    ((continuous_chirp a).intervalIntegrable (μ := volume) 0 (4 / 3 * s))
    ((continuous_chirp a).intervalIntegrable (μ := volume) (4 / 3 * s) 1)
  have hJ : ‖∫ u in (4 / 3 * s)..1, chirp a u‖ ≤ 3 / 4 * s := by
    have hb := tail_bound a (show 0 < 4 / 3 * s by linarith) (by linarith)
    calc ‖∫ u in (4 / 3 * s)..1, chirp a u‖
        = 3 / 4 * s * (|a| * (4 / 3 * s) * ‖∫ u in (4 / 3 * s)..1, chirp a u‖) := by
          linear_combination (-‖∫ u in (4 / 3 * s)..1, chirp a u‖) * hs
      _ ≤ 3 / 4 * s * 1 := mul_le_mul_of_nonneg_left hb (by linarith)
      _ = 3 / 4 * s := mul_one _
  have h4 : a ^ 2 * s ^ 4 = 1 := by
    rw [← sq_abs a]
    linear_combination (|a| * s ^ 2 + 1) * hs
  have h5 : a ^ 2 * (4 / 3 * s) ^ 5 = 1024 / 243 * s := by
    linear_combination (1024 / 243 * s) * h4
  have hH := head_bound a (show 0 ≤ 4 / 3 * s by linarith)
  rw [h5, eq_sub_of_add_eq hsplit] at hH
  linarith [norm_sub_le (∫ u in (0 : ℝ)..1, chirp a u) (∫ u in (4 / 3 * s)..1, chirp a u)]

/-- Choice of acquisition time: for `δ ≠ 0` and a threshold `η > 0`, the powder signal has
modulus at most `η` at every time `t ≥ 8 / (3 |δ| η²)`. -/
theorem acquisition_time {δ η t : ℝ} (hδ : δ ≠ 0) (hη : 0 < η)
    (ht : 8 / (3 * |δ| * η ^ 2) ≤ t) : ‖powderFID δ t‖ ≤ η := by
  have hd : 0 < |δ| := abs_pos.2 hδ
  have ht0 : 0 < t := lt_of_lt_of_le (by positivity) ht
  rw [div_le_iff₀ (by positivity)] at ht
  have hs : √(2 / (3 * |δ| * t)) ≤ η / 2 := by
    refine Real.sqrt_le_iff.2 ⟨by positivity, ?_⟩
    rw [div_le_iff₀ (by positivity)]
    linarith [show (η / 2) ^ 2 * (3 * |δ| * t) = t * (3 * |δ| * η ^ 2) / 4 by ring]
  linarith [norm_powderFID_le hδ ht0]

/-- For nonzero anisotropy the powder signal tends to zero at long times, although the model
contains no relaxation. -/
theorem tendsto_powderFID {δ : ℝ} (hδ : δ ≠ 0) :
    Filter.Tendsto (powderFID δ) Filter.atTop (nhds 0) := by
  refine Metric.tendsto_atTop.2 fun η hη => ⟨8 / (3 * |δ| * (η / 2) ^ 2), fun t ht => ?_⟩
  rw [dist_zero_right]
  linarith [acquisition_time hδ (half_pos hη) ht]

end

end AxialPowderFID
```

```lean
#print axioms AxialPowderFID.norm_powderFID_le
-- 'AxialPowderFID.norm_powderFID_le' depends on axioms: [propext, Classical.choice, Quot.sound]
#print axioms AxialPowderFID.le_norm_powderFID
-- 'AxialPowderFID.le_norm_powderFID' depends on axioms: [propext, Classical.choice, Quot.sound]
#print axioms AxialPowderFID.tendsto_powderFID
-- 'AxialPowderFID.tendsto_powderFID' depends on axioms: [propext, Classical.choice, Quot.sound]
```

## From the integration by parts to the limit

`chirp a u` is $e^{iau^2}$. Its derivative, in `hasDerivAt_chirp`, supplies the integration by parts, and its continuity makes the integrals well behaved.

`tail_bound` is the cancellation estimate. Inside it, `hparts` is the integrated identity for $e^{iau^2}/u$, `hint` evaluates $\int_\varepsilon^1u^{-2}du$, and `hK` bounds the remaining integral by that value. The triangle inequalities `t1` and `t2` then combine the three moduli. The result is stated as a product, $|a|\varepsilon|J|\le1$, so it needs no condition on `a`.

`head_bound` identifies the real part of the inner integral with the integral of the cosine (`hre`), compares it with the polynomial (`hmono`), and uses the fact that a real part never exceeds the modulus.

`norm_powderFID` removes the common phase, and `width_spec` proves $s>0$ and $|a|s^2=1$. In both main bounds, `generalize` then replaces the explicit square root and $3\delta t/2$ by the letters `s` and `a`, so that the rest uses only such relations, as in the derivation above. `hsplit` cuts the integral at $s$ or at $4s/3$, `hJ` turns `tail_bound` into a multiple of $s$, and `linarith` adds up the pieces. In the upper bound, `rcases` separates $s\le1$ from $s\ge1$.

`acquisition_time` shows $s\le\eta/2$ and applies the upper bound. `tendsto_powderFID` calls it with $\eta/2$ in place of $\eta$, because the definition of the limit asks for a strict inequality.
